# An excited state with positive static response

The matrix H(s) = [[0, s], [s, 1]] has the eigenvalues

E₋(s) = (1 − √(1 + 4s²))/2 and E₊(s) = (1 + √(1 + 4s²))/2,

and their second derivatives at s = 0 are −2 and +2. The energy of the upper level therefore curves upwards in the field, so a rule that every level has a non-positive second derivative is false, even for a Hamiltonian linear in s.

Here "static response" means the second derivative of the energy with respect to the field strength s. The static polarisability is usually defined with the opposite sign, so a positive response is a negative polarisability. In electronic structure, this two-state, one-field model shows that a negative excited-state polarisability is not by itself a sign of a faulty calculation.

## Derivation by hand

Take two states with energies 0 and Δ > 0, coupled by a real field strength s through a complex matrix element v:

H(s) = [[0, s v], [s v*, Δ]].

The matrix above is the case Δ = v = 1. The secular determinant is

det(H − E) = (−E)(Δ − E) − s²|v|² = E² − ΔE − |v|²s².

With the splitting S(s) = √(Δ² + 4|v|²s²), its roots are

E₋ = (Δ − S)/2 and E₊ = (Δ + S)/2.

Differentiating S² = Δ² + 4|v|²s² gives 2SS′ = 8|v|²s, so S′ = 4|v|²s/S. The slopes are

E±′ = ±2|v|²s/S.

The quotient rule then gives

E±″ = ±2|v|²(S − sS′)/S² = ±2|v|²(S² − 4|v|²s²)/S³ = ±2|v|²Δ²/S³.

At s = 0 we have S = Δ, and so

E±″(0) = ±2|v|²/Δ.

For Δ = v = 1 this is ±2. Second-order perturbation theory gives the same picture: each level is pushed away from the other, the lower one down and the upper one up.

The upper response is therefore positive when Δ > 0 and v ≠ 0, and both conditions matter. If Δ = 0 and v = 1, the levels are −|s| and |s|; they meet at s = 0 with a kink, and there is no second derivative there. If v = 0, the levels are constant and the upper response is zero, not positive.

In the strong-field limit, with v ≠ 0, S grows like 2|v||s|, so the curvatures ±2|v|²Δ²/S³ tend to zero and the levels approach straight lines.

## Formal development

The development works with complex matrices. The gap Δ and the field strength s are real, and the coupling v is complex.

In Lean 4 with Mathlib:

```lean
import Mathlib

open Matrix
open scoped ComplexConjugate

namespace TwoLevelStaticResponse

noncomputable section
```

The Hamiltonian is a 2 × 2 matrix indexed by `Fin 2`: index 0 is the state of energy 0, index 1 the state of energy Δ. The field strength `s` is real and is cast to a complex number inside the matrix; `conj v` is v*.

```lean
/-- Two levels with energies `0` and `Δ`, coupled by a static field of strength `s`
through the transition matrix element `v`. -/
def hamiltonian (Δ : ℝ) (v : ℂ) (s : ℝ) : Matrix (Fin 2) (Fin 2) ℂ :=
  !![0, (s : ℂ) * v; (s : ℂ) * conj v, (Δ : ℂ)]
```

The splitting S uses `Complex.normSq v`, which is |v|², not |v|.

```lean
/-- The quantity `sqrt (Δ² + 4 |v|² s²)`, the distance between the two levels in the field. -/
def splitting (Δ : ℝ) (v : ℂ) (s : ℝ) : ℝ :=
  √(Δ ^ 2 + 4 * Complex.normSq v * s ^ 2)
```

The two levels E₋ and E₊ are defined as real functions of the field. That they are eigenvalues is proved below.

```lean
/-- The energy of the lower level as a function of the field strength. -/
def lowerEnergy (Δ : ℝ) (v : ℂ) (s : ℝ) : ℝ := (Δ - splitting Δ v s) / 2

/-- The energy of the upper level as a function of the field strength. -/
def upperEnergy (Δ : ℝ) (v : ℂ) (s : ℝ) : ℝ := (Δ + splitting Δ v s) / 2
```

Hermiticity is checked entry by entry.

```lean
/-- The two-level Hamiltonian is Hermitian at every field strength. -/
theorem hamiltonian_isHermitian (Δ : ℝ) (v : ℂ) (s : ℝ) :
    (hamiltonian Δ v s).IsHermitian := by
  unfold Matrix.IsHermitian
  ext i j
  fin_cases i <;> fin_cases j <;> simp [hamiltonian, Matrix.conjTranspose_apply]
```

Two facts about S carry the later calculations. The first is the formula for S², which holds because the expression under the root is non-negative.

```lean
/-- The square of the splitting is `Δ² + 4 |v|² s²`. -/
theorem splitting_sq (Δ : ℝ) (v : ℂ) (s : ℝ) :
    splitting Δ v s ^ 2 = Δ ^ 2 + 4 * Complex.normSq v * s ^ 2 := by
  have h := mul_nonneg (Complex.normSq_nonneg v) (sq_nonneg s)
  exact Real.sq_sqrt (by nlinarith [sq_nonneg Δ])
```

The second is that S > 0 when Δ > 0, which permits division by S and differentiation of the square root.

```lean
/-- With a positive gap at zero field, the levels stay apart at every field strength. -/
theorem splitting_pos {Δ : ℝ} (hΔ : 0 < Δ) (v : ℂ) (s : ℝ) : 0 < splitting Δ v s := by
  have h := mul_nonneg (Complex.normSq_nonneg v) (sq_nonneg s)
  exact Real.sqrt_pos.2 (by nlinarith [pow_pos hΔ 2])
```

The next theorem identifies the spectrum. A complex number E has a nonzero vector x with Hx = Ex exactly when E is one of the two levels; x need not be normalised. Since E ranges over the complex numbers, non-real eigenvalues are excluded too. In the proof, `key` turns the existence of an eigenvector into a vanishing determinant, and `hdet` factorises that determinant as (E − E₋)(E − E₊). The two sides of the factorisation differ by one quarter of the identity for S², which is what `linear_combination` supplies.

```lean
/-- A number is an eigenvalue of the Hamiltonian exactly when it is the lower or the
upper energy. -/
theorem eigenvalue_iff (Δ : ℝ) (v : ℂ) (s : ℝ) (E : ℂ) :
    (∃ x : Fin 2 → ℂ, x ≠ 0 ∧ hamiltonian Δ v s *ᵥ x = E • x) ↔
      E = (lowerEnergy Δ v s : ℂ) ∨ E = (upperEnergy Δ v s : ℂ) := by
  -- an eigenvector exists exactly when the secular determinant vanishes
  have key : (∃ x : Fin 2 → ℂ, x ≠ 0 ∧ hamiltonian Δ v s *ᵥ x = E • x) ↔
      (hamiltonian Δ v s - E • (1 : Matrix (Fin 2) (Fin 2) ℂ)).det = 0 := by
    rw [← Matrix.exists_mulVec_eq_zero_iff]
    simp only [Matrix.sub_mulVec, Matrix.smul_mulVec, Matrix.one_mulVec, sub_eq_zero]
  have hM : hamiltonian Δ v s - E • (1 : Matrix (Fin 2) (Fin 2) ℂ) =
      !![-E, (s : ℂ) * v; (s : ℂ) * conj v, (Δ : ℂ) - E] := by
    ext i j
    fin_cases i <;> fin_cases j <;> simp [hamiltonian]
  have hs : (splitting Δ v s : ℂ) ^ 2 = (Δ : ℂ) ^ 2 + 4 * (v * conj v) * (s : ℂ) ^ 2 := by
    rw [Complex.mul_conj]
    exact_mod_cast splitting_sq Δ v s
  -- the secular determinant factorises over the two levels
  have hdet : (hamiltonian Δ v s - E • (1 : Matrix (Fin 2) (Fin 2) ℂ)).det =
      (E - (lowerEnergy Δ v s : ℂ)) * (E - (upperEnergy Δ v s : ℂ)) := by
    rw [hM, Matrix.det_fin_two_of]
    simp only [lowerEnergy, upperEnergy]
    push_cast
    linear_combination (1 / 4 : ℂ) * hs
  rw [key, hdet, mul_eq_zero, sub_eq_zero, sub_eq_zero]
```

`HasDerivAt f c s` says that f is differentiable at s with derivative c. The proof of the slopes differentiates S² (`h1`), then its square root (`h2`), and simplifies to S′ = 4|v|²s/S (`h3`). Halving and attaching the signs gives E±′.

```lean
/-- For a positive gap, the slopes of the two levels at field strength `s` are opposite, with magnitude
`2 |v|² |s|` divided by the splitting. -/
theorem hasDerivAt_energies {Δ : ℝ} (hΔ : 0 < Δ) (v : ℂ) (s : ℝ) :
    HasDerivAt (lowerEnergy Δ v) (-(2 * Complex.normSq v * s / splitting Δ v s)) s ∧
      HasDerivAt (upperEnergy Δ v) (2 * Complex.normSq v * s / splitting Δ v s) s := by
  have hp := (splitting_pos hΔ v s).ne'
  have hsq : HasDerivAt (fun t : ℝ => t ^ 2) (2 * s) s := by
    simpa using hasDerivAt_pow 2 s
  have h1 : HasDerivAt (fun t : ℝ => Δ ^ 2 + 4 * Complex.normSq v * t ^ 2)
      (4 * Complex.normSq v * (2 * s)) s :=
    (hsq.const_mul (4 * Complex.normSq v)).const_add (Δ ^ 2)
  have hne : Δ ^ 2 + 4 * Complex.normSq v * s ^ 2 ≠ 0 := by
    rw [← splitting_sq]
    exact pow_ne_zero 2 hp
  have h2 : HasDerivAt (splitting Δ v)
      (4 * Complex.normSq v * (2 * s) / (2 * splitting Δ v s)) s := h1.sqrt hne
  have h3 : HasDerivAt (splitting Δ v) (4 * Complex.normSq v * s / splitting Δ v s) s := by
    refine h2.congr_deriv ?_
    rw [div_eq_div_iff (mul_ne_zero two_ne_zero hp) hp]
    ring
  exact ⟨((h3.const_sub Δ).div_const 2).congr_deriv (by ring),
    ((h3.const_add Δ).div_const 2).congr_deriv (by ring)⟩
```

For the second derivative, the function differentiated is `deriv` of a level. The preceding theorem shows that the first derivative exists at every s, so `deriv` is the true slope function here. The proof recovers S′ from S = 2E₊ − Δ, applies the quotient rule to 2|v|²s/S, and replaces Δ² by S² − 4|v|²s², as in the derivation above. The lower level follows by a change of sign.

```lean
/-- For a positive gap, the second derivatives of the two levels at any field strength are opposite, with
magnitude `2 |v|² Δ²` divided by the cube of the splitting. -/
theorem hasDerivAt_deriv_energies {Δ : ℝ} (hΔ : 0 < Δ) (v : ℂ) (s : ℝ) :
    HasDerivAt (deriv (lowerEnergy Δ v))
        (-(2 * Complex.normSq v * Δ ^ 2 / splitting Δ v s ^ 3)) s ∧
      HasDerivAt (deriv (upperEnergy Δ v))
        (2 * Complex.normSq v * Δ ^ 2 / splitting Δ v s ^ 3) s := by
  have hp := (splitting_pos hΔ v s).ne'
  -- the splitting is twice the upper energy minus the gap
  have hS : HasDerivAt (splitting Δ v) (4 * Complex.normSq v * s / splitting Δ v s) s := by
    have h := ((hasDerivAt_energies hΔ v s).2.const_mul 2).sub_const Δ
    have hf : splitting Δ v = fun t => 2 * upperEnergy Δ v t - Δ := by
      funext t
      simp only [upperEnergy]
      ring
    have h' : HasDerivAt (splitting Δ v)
        (2 * (2 * Complex.normSq v * s / splitting Δ v s)) s := by
      exact h.congr_of_eventuallyEq (Filter.Eventually.of_forall fun t => congrFun hf t)
    exact h'.congr_deriv (by ring)
  have hup : deriv (upperEnergy Δ v) =
      fun t => 2 * Complex.normSq v * t / splitting Δ v t :=
    funext fun t => (hasDerivAt_energies hΔ v t).2.deriv
  have hlow : deriv (lowerEnergy Δ v) = fun t => -deriv (upperEnergy Δ v) t :=
    funext fun t => by
      rw [(hasDerivAt_energies hΔ v t).1.deriv, (hasDerivAt_energies hΔ v t).2.deriv]
  have hU : HasDerivAt (deriv (upperEnergy Δ v))
      (2 * Complex.normSq v * Δ ^ 2 / splitting Δ v s ^ 3) s := by
    rw [hup]
    have hnum : HasDerivAt (fun t : ℝ => 2 * Complex.normSq v * t)
        (2 * Complex.normSq v * 1) s := (hasDerivAt_id' s).const_mul _
    refine (hnum.fun_div hS hp).congr_deriv ?_
    have hgap : Δ ^ 2 = splitting Δ v s ^ 2 - 4 * Complex.normSq v * s ^ 2 := by
      linarith [splitting_sq Δ v s]
    rw [hgap]
    field_simp
  refine ⟨?_, hU⟩
  rw [hlow]
  exact hU.fun_neg
```

The general theorem assumes Δ > 0 and v ≠ 0. Its five parts say that the two energies are the whole spectrum at every field strength, that the lower is strictly below the upper, that their responses at zero field are −2|v|²/Δ and 2|v|²/Δ, and that the latter is positive. The ordering is what justifies calling the upper level the excited state. The proof sets S(0) = Δ in the curvature formula; v ≠ 0 is used only for the final positivity.

The theorem concerns two states and one static field that enters linearly and appears only in the off-diagonal elements. It makes no statement about the sign for excited states of larger systems, where levels above and below compete.

```lean
/-- For a positive gap and a nonzero coupling, the two energies are the whole spectrum and
strictly ordered; at zero field the lower one has second derivative `-2|v|²/Δ` and the
upper one `2|v|²/Δ`, which is positive. -/
theorem excited_state_positive_response {Δ : ℝ} (hΔ : 0 < Δ) {v : ℂ} (hv : v ≠ 0) :
    (∀ (s : ℝ) (E : ℂ), (∃ x : Fin 2 → ℂ, x ≠ 0 ∧ hamiltonian Δ v s *ᵥ x = E • x) ↔
      E = (lowerEnergy Δ v s : ℂ) ∨ E = (upperEnergy Δ v s : ℂ)) ∧
    (∀ s, lowerEnergy Δ v s < upperEnergy Δ v s) ∧
    HasDerivAt (deriv (lowerEnergy Δ v)) (-(2 * Complex.normSq v / Δ)) 0 ∧
    HasDerivAt (deriv (upperEnergy Δ v)) (2 * Complex.normSq v / Δ) 0 ∧
    0 < 2 * Complex.normSq v / Δ := by
  -- at zero field the splitting is the bare gap
  have h0 : splitting Δ v 0 = Δ := by
    simp [splitting, Real.sqrt_sq hΔ.le]
  have hval : 2 * Complex.normSq v * Δ ^ 2 / splitting Δ v 0 ^ 3 =
      2 * Complex.normSq v / Δ := by
    rw [h0]
    field_simp
  obtain ⟨hl, hu⟩ := hasDerivAt_deriv_energies hΔ v 0
  rw [hval] at hl hu
  refine ⟨eigenvalue_iff Δ v, fun s => ?_, hl, hu, ?_⟩
  · have := splitting_pos hΔ v s
    simp only [lowerEnergy, upperEnergy]
    linarith
  · exact div_pos (mul_pos two_pos (Complex.normSq_pos.2 hv)) hΔ
```

Setting Δ = 1 and v = 1 gives the opening claim, with the matrix and the square roots written out explicitly. The equalities `hH`, `hl` and `hu` match the general definitions to these expressions, and the values −2|v|²/Δ and 2|v|²/Δ become −2 and 2.

```lean
/-- The matrix `[[0, s], [s, 1]]` has the eigenvalues `(1 ∓ sqrt (1 + 4 s²)) / 2`, whose
second derivatives at `s = 0` are `-2` and `2`. -/
theorem unit_gap_response :
    (∀ (s : ℝ) (E : ℂ),
      (∃ x : Fin 2 → ℂ, x ≠ 0 ∧ !![0, (s : ℂ); (s : ℂ), 1] *ᵥ x = E • x) ↔
        E = (((1 - √(1 + 4 * s ^ 2)) / 2 : ℝ) : ℂ) ∨
        E = (((1 + √(1 + 4 * s ^ 2)) / 2 : ℝ) : ℂ)) ∧
    HasDerivAt (deriv fun s : ℝ => (1 - √(1 + 4 * s ^ 2)) / 2) (-2) 0 ∧
    HasDerivAt (deriv fun s : ℝ => (1 + √(1 + 4 * s ^ 2)) / 2) 2 0 := by
  have hH : ∀ s : ℝ, hamiltonian 1 1 s = !![0, (s : ℂ); (s : ℂ), 1] := fun s => by
    simp [hamiltonian]
  have hl : lowerEnergy 1 1 = fun s : ℝ => (1 - √(1 + 4 * s ^ 2)) / 2 := by
    funext s
    simp [lowerEnergy, splitting]
  have hu : upperEnergy 1 1 = fun s : ℝ => (1 + √(1 + 4 * s ^ 2)) / 2 := by
    funext s
    simp [upperEnergy, splitting]
  obtain ⟨he, -, h1, h2, -⟩ :=
    excited_state_positive_response (Δ := 1) one_pos (v := 1) one_ne_zero
  rw [hl] at h1
  rw [hu] at h2
  refine ⟨fun s E => ?_, h1.congr_deriv (by simp), h2.congr_deriv (by simp)⟩
  have h := he s E
  rw [hH, hl, hu] at h
  exact h

end

end TwoLevelStaticResponse
```

```lean
#print axioms TwoLevelStaticResponse.hamiltonian_isHermitian
#print axioms TwoLevelStaticResponse.excited_state_positive_response
#print axioms TwoLevelStaticResponse.unit_gap_response
```

```
'TwoLevelStaticResponse.hamiltonian_isHermitian' depends on axioms: [propext, Classical.choice, Quot.sound]
'TwoLevelStaticResponse.excited_state_positive_response' depends on axioms: [propext, Classical.choice, Quot.sound]
'TwoLevelStaticResponse.unit_gap_response' depends on axioms: [propext, Classical.choice, Quot.sound]
```
